# An operator that anticommutes with a Hamiltonian without zero modes has trace zero

On a finite-dimensional complex inner product space, let `h` be a linear operator with trivial kernel, so that it has no zero modes, and let `u` anticommute with it, `h * u = -(u * h)`. The lemma says that the trace of `u` is zero. The comment calls `h` a Hamiltonian, but the statement does not require it to be self-adjoint, nor does it ask anything more of `u`. The attempt takes a left inverse `k` of `h`, shows that it is a right inverse too, and uses anticommutation and the cyclic property of the trace to find that the trace of `u` equals its own negative.

In Lean, a first try:

```lean
import Mathlib

open Module

namespace TraceEqZeroOfNoZeroModes

noncomputable section

variable {V : Type*} [NormedAddCommGroup V] [InnerProductSpace ℂ V] [FiniteDimensional ℂ V]

/-- An operator that anticommutes with a Hamiltonian without zero modes is traceless. -/
theorem trace_eq_zero_of_no_zeroModes {h u : Module.End ℂ V} (hker : LinearMap.ker h = ⊥)
    (hu : h * u = -(u * h)) : LinearMap.trace ℂ V u = 0 := by
  obtain ⟨k, hk⟩ := LinearMap.exists_leftInverse_of_injective h hker
  have hkh : k * h = 1 := hk
  have hhk : h * k = 1 := LinearMap.mul_eq_one_comm.mp hkh
  -- conjugation by `h` reverses the sign of `u` and keeps its trace
  have h1 : LinearMap.trace ℂ V u = -LinearMap.trace ℂ V u :=
    calc LinearMap.trace ℂ V u = LinearMap.trace ℂ V (k * (h * u)) := by
          rw [← mul_assoc, hkh, one_mul]
      _ = -LinearMap.trace ℂ V ((k * u) * h) := by rw [hu, mul_neg, map_neg, mul_assoc]
      _ = -LinearMap.trace ℂ V u := by
          rw [LinearMap.trace_mul_comm, ← mul_assoc, hhk, one_mul]
  linear_combination (1 / 2 : ℂ) * h1

end

end TraceEqZeroOfNoZeroModes
```

The compiler's answer:

```
Main.lean:16:26: error(lean.unknownIdentifier): Unknown constant `LinearMap.mul_eq_one_comm.mp`
```

Diagnosis. The message means that Lean found no declaration called `LinearMap.mul_eq_one_comm` whose `.mp` direction could be used, nor one with the full name `LinearMap.mul_eq_one_comm.mp`. The step it was meant to justify is sound: in finite dimension, `k * h = 1` does imply `h * k = 1`. Only the citation failed.

The repair proves this step directly. `LinearMap.ext` reduces the equality of operators to equality on each vector `y`. Since `h` has trivial kernel it is injective, and `LinearMap.injective_iff_surjective` makes it surjective as well, so `y` can be written as `h x`. What remains is that `h (k (h x))` equals `h x`, which follows by applying `h` to both sides of `k (h x) = x`, the equation `hkh` evaluated at `x`. The added comment only describes the argument.

After these edits no error is left:

```diff
@@ -14,5 +14,9 @@
   obtain ⟨k, hk⟩ := LinearMap.exists_leftInverse_of_injective h hker
   have hkh : k * h = 1 := hk
-  have hhk : h * k = 1 := LinearMap.mul_eq_one_comm.mp hkh
+  -- in finite dimension an injective `h` is surjective, so `k` is a two-sided inverse
+  have hhk : h * k = 1 := by
+    refine LinearMap.ext fun y => ?_
+    obtain ⟨x, rfl⟩ := LinearMap.injective_iff_surjective.mp (LinearMap.ker_eq_bot.mp hker) y
+    exact congrArg h (LinearMap.congr_fun hkh x)
   -- conjugation by `h` reverses the sign of `u` and keeps its trace
   have h1 : LinearMap.trace ℂ V u = -LinearMap.trace ℂ V u :=
```
